# A transcorrelated two-level Hamiltonian whose Rayleigh quotient falls below its lowest eigenvalue

The transformed Hamiltonian $\bar H=e^{-J}He^{J}$ is in general not symmetric, even when $H$ and $J$ are, so the energy of a trial vector needs a definition. Here it is the ordinary Rayleigh quotient, with the same real vector $x$ on both sides of the matrix:

$$R_A(x)=\frac{x\cdot Ax}{x\cdot x}.$$

For a symmetric $A$ this quotient never falls below the lowest eigenvalue. The transcorrelated transformation keeps the eigenvalues of $H$, but the two-level example below shows that it can destroy this bound.

```lean
import Mathlib

open Matrix NormedSpace

namespace TranscorrelatedCounterexample

noncomputable section
```

## The transformation, its eigenvalues and its trial energies

In transcorrelated theory the wavefunction is written as $\Psi=e^{J}\Phi$, where $J$ is a chosen correlator and $\Phi$ carries whatever correlation $J$ leaves out. The Schrödinger equation $H\Psi=E\Psi$ then becomes $\bar H\Phi=E\Phi$. In the code $H$ and $J$ are real square matrices over a finite index type `n`, neither of them assumed symmetric, and `NormedSpace.exp` is the full matrix exponential, not a truncated expansion.

```lean
/-- The transcorrelated Hamiltonian `exp(-J) H exp(J)`. -/
def transcorrelated {n : Type*} [Fintype n] [DecidableEq n]
    (H J : Matrix n n ℝ) : Matrix n n ℝ :=
  NormedSpace.exp (-J) * H * NormedSpace.exp J
```

An eigenvalue is a real number $E$ for which some nonzero real vector $v$ satisfies $Av=Ev$. This is a statement about right eigenvectors. It records neither multiplicities nor complex eigenvalues.

```lean
/-- `E` is an eigenvalue of `A`: some nonzero real vector `v` satisfies `A v = E v`. -/
def IsEigenvalue {n : Type*} [Fintype n] (A : Matrix n n ℝ) (E : ℝ) : Prop :=
  ∃ v : n → ℝ, v ≠ 0 ∧ A *ᵥ v = E • v
```

The Rayleigh quotient is written with the dot product `⬝ᵥ` and the matrix-vector product `*ᵥ`.

```lean
/-- The Rayleigh quotient of `A` at the real trial vector `x`. -/
def rayleigh {n : Type*} [Fintype n] (A : Matrix n n ℝ) (x : n → ℝ) : ℝ :=
  (x ⬝ᵥ A *ᵥ x) / (x ⬝ᵥ x)
```

## Two configurations and a diagonal correlator

Take two configurations of equal energy, coupled by a matrix element $-1$. The common energy is the zero of the scale and the strength of the coupling is its unit:

$$H=\begin{pmatrix}0&-1\\-1&0\end{pmatrix}.$$

```lean
/-- The two-level Hamiltonian with zero diagonal and coupling `-1`. -/
def hop : Matrix (Fin 2) (Fin 2) ℝ := !![0, -1; -1, 0]
```

The correlator is $J=\mathrm{diag}(0,t)$ with one real parameter $t$. Its exponential multiplies the second amplitude by $e^{t}$ and leaves the first alone, so $t$ is the logarithm of the factor by which it multiplies the ratio of the second amplitude to the first.

```lean
/-- The diagonal correlator `J = diag(0, t)`. -/
def correlator (t : ℝ) : Matrix (Fin 2) (Fin 2) ℝ := Matrix.diagonal ![0, t]
```

## Why the eigenvalues survive

Since $J$ commutes with $-J$, the exponentials combine as they do for numbers:

$$e^{J}e^{-J}=e^{J-J}=1.$$

```lean
/-- The exponentials of `J` and `-J` are inverse to each other. -/
theorem exp_mul_exp_neg {n : Type*} [Fintype n] [DecidableEq n] (J : Matrix n n ℝ) :
    NormedSpace.exp J * NormedSpace.exp (-J) = 1 := by
  rw [← Matrix.exp_add_of_commute J (-J) (Commute.refl J).neg_right, add_neg_cancel,
    NormedSpace.exp_zero]
```

Suppose now that $Hv=Ev$ with $v\neq0$. Then

$$\bar H\,(e^{-J}v)=e^{-J}H\,e^{J}e^{-J}v=e^{-J}Hv=E\,(e^{-J}v).$$

The vector $e^{-J}v$ is not zero, because multiplying it by $e^{J}$ gives back $v$. Every eigenvalue of $H$ is therefore an eigenvalue of $\bar H$. For the converse, transform $\bar H$ with $-J$:

$$e^{J}\left(e^{-J}He^{J}\right)e^{-J}=H,$$

and apply the same argument to $\bar H$.

The proof has this structure. The step `carry` transports an eigenvector for an arbitrary matrix and an arbitrary correlator, `undo` is the last display, and the converse is `carry` used with `-J`. The theorem holds in every finite dimension.

```lean
/-- In any finite dimension, the transcorrelated Hamiltonian has the same eigenvalues as the
original one. -/
theorem isEigenvalue_transcorrelated_iff {n : Type*} [Fintype n] [DecidableEq n]
    (H J : Matrix n n ℝ) (E : ℝ) :
    IsEigenvalue (transcorrelated H J) E ↔ IsEigenvalue H E := by
  -- an eigenvector `v` of `A` becomes the eigenvector `exp(-K) v` of the transformed matrix
  have carry : ∀ A K : Matrix n n ℝ,
      IsEigenvalue A E → IsEigenvalue (transcorrelated A K) E := by
    rintro A K ⟨v, hv, h⟩
    refine ⟨NormedSpace.exp (-K) *ᵥ v, fun h0 => hv ?_, ?_⟩
    · calc v = (NormedSpace.exp K * NormedSpace.exp (-K)) *ᵥ v := by
            rw [exp_mul_exp_neg, Matrix.one_mulVec]
        _ = 0 := by rw [← Matrix.mulVec_mulVec, h0, Matrix.mulVec_zero]
    · rw [transcorrelated, Matrix.mulVec_mulVec, Matrix.mul_assoc, exp_mul_exp_neg,
        Matrix.mul_one, ← Matrix.mulVec_mulVec, h, Matrix.mulVec_smul]
  -- the transformation with `-J` undoes the one with `J`
  have undo : transcorrelated (transcorrelated H J) (-J) = H := by
    unfold transcorrelated
    rw [neg_neg]
    calc NormedSpace.exp J * (NormedSpace.exp (-J) * H * NormedSpace.exp J)
          * NormedSpace.exp (-J)
        = (NormedSpace.exp J * NormedSpace.exp (-J)) * H
          * (NormedSpace.exp J * NormedSpace.exp (-J)) := by simp only [mul_assoc]
      _ = H := by rw [exp_mul_exp_neg, one_mul, mul_one]
  refine ⟨fun h => ?_, carry H J⟩
  have h' := carry _ (-J) h
  rwa [undo] at h'
```

For the two-level $H$, number the components $0$ and $1$ as the code does. The equation $Hv=Ev$ reads

$$-v_1=Ev_0,\qquad -v_0=Ev_1.$$

Substituting one equation into the other gives $(E^2-1)v_0=0$ and $(E^2-1)v_1=0$. At least one component is nonzero, so $(E+1)(E-1)=0$. Conversely, $(1,1)/\sqrt2$ is a normalised eigenvector for $E=-1$ and $(1,-1)/\sqrt2$ is one for $E=1$; the code uses both without the factor $1/\sqrt2$.

In Lean the secular equation `key` is proved by contradiction: if $(E+1)(E-1)$ were nonzero, both components would vanish. The two `linear_combination` calls carry out the substitutions.

```lean
/-- The eigenvalues of the two-level Hamiltonian are exactly `-1` and `1`. -/
theorem isEigenvalue_hop_iff (E : ℝ) : IsEigenvalue hop E ↔ E = -1 ∨ E = 1 := by
  constructor
  · rintro ⟨v, hv, h⟩
    have h0 : -v 1 = E * v 0 := by
      simpa [hop, Matrix.mulVec, dotProduct, Fin.sum_univ_two] using congrFun h 0
    have h1 : -v 0 = E * v 1 := by
      simpa [hop, Matrix.mulVec, dotProduct, Fin.sum_univ_two] using congrFun h 1
    -- the secular equation
    have key : (E + 1) * (E - 1) = 0 := by
      by_contra hk
      have a : v 0 = 0 := (mul_eq_zero.mp (show ((E + 1) * (E - 1)) * v 0 = 0 by
        linear_combination (-E) * h0 + h1)).resolve_left hk
      have b : v 1 = 0 := (mul_eq_zero.mp (show ((E + 1) * (E - 1)) * v 1 = 0 by
        linear_combination (-E) * h1 + h0)).resolve_left hk
      apply hv
      ext i
      fin_cases i
      · exact a
      · exact b
    rcases mul_eq_zero.mp key with h | h
    · left; linarith
    · right; linarith
  · rintro (rfl | rfl)
    · refine ⟨![1, 1], fun h => ?_, ?_⟩
      · have := congrFun h 0
        simp at this
      · ext i
        fin_cases i <;> simp [hop, Matrix.mulVec, dotProduct, Fin.sum_univ_two]
    · refine ⟨![1, -1], fun h => ?_, ?_⟩
      · have := congrFun h 0
        simp at this
      · ext i
        fin_cases i <;> simp [hop, Matrix.mulVec, dotProduct, Fin.sum_univ_two]
```

## The transformed matrix

The exponential of a diagonal matrix is diagonal, so $e^{J}=\mathrm{diag}(1,e^{t})$ and $e^{-J}=\mathrm{diag}(1,e^{-t})$. Multiplying out,

$$\bar H=\begin{pmatrix}1&0\\0&e^{-t}\end{pmatrix}\begin{pmatrix}0&-1\\-1&0\end{pmatrix}\begin{pmatrix}1&0\\0&e^{t}\end{pmatrix}=\begin{pmatrix}0&-e^{t}\\-e^{-t}&0\end{pmatrix}.$$

For $t\neq0$ one coupling grows in magnitude and the other shrinks by the same factor. Their product stays at $1$, which together with the zero diagonal fixes the eigenvalues at $\pm1$, but their sum changes.

In Lean the first sentence of this derivation is proved in two steps. Mathlib's `Matrix.exp_diagonal` turns the exponential of a diagonal matrix into the diagonal matrix of the exponential of a tuple. That second exponential is again a power series, now in the algebra of pairs of real numbers with componentwise multiplication, and its entries still have to be found. Reading off entry $i$ is a ring homomorphism, `Pi.evalRingHom`, and it is continuous. A continuous ring homomorphism respects the partial sums of the exponential series as well as their limit, so it can be moved inside the exponential. This is the content of `NormedSpace.map_exp`. What remains is the exponential series of a real number, which `Real.exp_eq_exp_ℝ` identifies with `Real.exp`.

```lean
/-- The correlator `diag(0, t)` rescales the two couplings by `exp t` and `exp (-t)`. -/
theorem transcorrelated_hop (t : ℝ) :
    transcorrelated hop (correlator t) = !![0, -Real.exp t; -Real.exp (-t), 0] := by
  have key : ∀ s, NormedSpace.exp (correlator s) = Matrix.diagonal ![1, Real.exp s] := by
    intro s
    rw [correlator, Matrix.exp_diagonal]
    refine congrArg Matrix.diagonal (funext fun i => ?_)
    -- the exponential of a tuple is taken entry by entry
    have entry : NormedSpace.exp (![0, s] : Fin 2 → ℝ) i
        = NormedSpace.exp ((![0, s] : Fin 2 → ℝ) i) := by
      exact NormedSpace.map_exp (Pi.evalRingHom (fun _ : Fin 2 => ℝ) i)
        (continuous_apply i) _
    refine entry.trans ?_
    rw [← Real.exp_eq_exp_ℝ]
    fin_cases i <;> simp
  have hneg : -correlator t = correlator (-t) := by
    ext i j
    fin_cases i <;> fin_cases j <;> simp [correlator]
  rw [transcorrelated, hneg, key, key]
  ext i j
  fin_cases i <;> fin_cases j <;> simp [hop]
```

## The trial energy sees only the symmetric part

The two couplings enter the quadratic form through their sum:

$$x\cdot\bar Hx=-e^{t}x_0x_1-e^{-t}x_1x_0=-2\cosh(t)\,x_0x_1.$$

The same form belongs to the symmetric matrix with off-diagonal elements $-\cosh t$, whose lowest eigenvalue is $-\cosh t$. For every $t\neq0$ this lies below $-1$.

```lean
/-- The quadratic form of the transcorrelated two-level Hamiltonian is `-2 cosh(t) x₀ x₁`. -/
theorem quadratic_form (t : ℝ) (x : Fin 2 → ℝ) :
    x ⬝ᵥ transcorrelated hop (correlator t) *ᵥ x = -(2 * Real.cosh t * x 0 * x 1) := by
  rw [transcorrelated_hop, Real.cosh_eq]
  simp [Matrix.mulVec, dotProduct, Fin.sum_univ_two]
  ring
```

To find the lowest trial energy, complete the square:

$$x\cdot\bar Hx+\cosh(t)\,(x\cdot x)=\cosh(t)\,(x_0-x_1)^2\ge0.$$

Hence $x\cdot\bar Hx\ge-\cosh(t)\,(x\cdot x)$ for every $x$. The code passes the nonnegative product on the right to `nlinarith`, which finishes the inequality.

```lean
/-- The quadratic form of the two-level Hamiltonian transformed with `diag(0, t)` is at least `-cosh
t` times the squared norm of the trial vector. -/
theorem lower_bound (t : ℝ) (x : Fin 2 → ℝ) :
    -Real.cosh t * (x ⬝ᵥ x) ≤ x ⬝ᵥ transcorrelated hop (correlator t) *ᵥ x := by
  have hn : x ⬝ᵥ x = x 0 * x 0 + x 1 * x 1 := by simp [dotProduct, Fin.sum_univ_two]
  rw [quadratic_form, hn]
  nlinarith [mul_nonneg (Real.cosh_pos t).le (sq_nonneg (x 0 - x 1))]
```

For $x\neq0$ one may divide by $x\cdot x$, which gives $R_{\bar H}(x)\ge-\cosh t$. Equality requires $\cosh(t)\,(x_0-x_1)^2=0$, and since $\cosh t>0$ this means $x_0=x_1$. The minimum is thus reached at $(1,1)/\sqrt2$, up to sign, whatever the value of $t$. This vector is the ground state of the original $H$.

The Lean proof clears the denominator with `div_eq_iff`, recovers the square with `linear_combination`, and cancels the positive factor $\cosh t$.

```lean
/-- For a nonzero real trial vector, the Rayleigh quotient of the two-level Hamiltonian transformed
with `diag(0, t)` equals `-cosh t` exactly when the two amplitudes are equal. -/
theorem rayleigh_eq_iff (t : ℝ) (x : Fin 2 → ℝ) (hx : x ≠ 0) :
    rayleigh (transcorrelated hop (correlator t)) x = -Real.cosh t ↔ x 0 = x 1 := by
  have hne : x ⬝ᵥ x ≠ 0 := fun h => hx (dotProduct_self_eq_zero.mp h)
  have hn : x ⬝ᵥ x = x 0 * x 0 + x 1 * x 1 := by simp [dotProduct, Fin.sum_univ_two]
  rw [rayleigh, div_eq_iff hne, quadratic_form, hn]
  constructor
  · intro h
    have hs : Real.cosh t * (x 0 - x 1) ^ 2 = 0 := by linear_combination h
    have h2 := (mul_eq_zero.mp hs).resolve_left (Real.cosh_pos t).ne'
    exact sub_eq_zero.mp (pow_eq_zero_iff two_ne_zero |>.mp h2)
  · intro h
    rw [h]
    ring
```

## Within this family, only $t=0$ keeps the bound

The variational bound by the exact ground-state energy would read $x\cdot\bar Hx\ge-(x\cdot x)$ for all $x$. At $x=(1,1)$ it demands $-2\cosh t\ge-2$, that is, $\cosh t\le1$. Since $\cosh t>1$ for every $t\neq0$, the bound fails for each nonzero $t$ of either sign. For $t=0$ the previous inequality, with $\cosh0=1$, is the required bound.

The theorem states the bound without a division, so it covers the zero vector as well.

```lean
/-- The quadratic form of the two-level Hamiltonian transformed with `diag(0, t)` is at least minus
the squared norm for every real trial vector if and only if `t = 0`. -/
theorem variational_bound_iff (t : ℝ) :
    (∀ x : Fin 2 → ℝ, -(x ⬝ᵥ x) ≤ x ⬝ᵥ transcorrelated hop (correlator t) *ᵥ x) ↔ t = 0 := by
  constructor
  · intro h
    by_contra ht
    have hc : 1 < Real.cosh t := Real.one_lt_cosh.mpr ht
    -- the uniform vector violates the bound
    have h1 := h ![1, 1]
    have hn : (![1, 1] : Fin 2 → ℝ) ⬝ᵥ ![1, 1] = 2 := by
      norm_num [dotProduct, Fin.sum_univ_two]
    rw [quadratic_form, hn] at h1
    simp at h1
    linarith
  · rintro rfl x
    have h := lower_bound 0 x
    rw [Real.cosh_zero] at h
    linarith
```

## The case $t=\ln2$ in numbers

With $e^{t}=2$ and $e^{-t}=\tfrac12$ the transformed matrix is

$$\bar H=\begin{pmatrix}0&-2\\-\tfrac12&0\end{pmatrix}.$$

The ground state $(1,1)$ of $H$ is carried to $e^{-J}(1,1)=(1,\tfrac12)$, and indeed $\bar H(1,\tfrac12)=(-1,-\tfrac12)$, so the eigenvalue is still $-1$. The quotient at this eigenvector is also $-1$. At $(1,1)$, however,

$$\bar H\begin{pmatrix}1\\1\end{pmatrix}=\begin{pmatrix}-2\\-\tfrac12\end{pmatrix},\qquad R_{\bar H}(1,1)=\frac{-2-\tfrac12}{2}=-\frac54<-1.$$

Along the family $(1,s)$ the quotient is $-\tfrac52 s/(1+s^2)$. It lies below $-1$ exactly when $(2s-1)(s-2)<0$, that is, for $\tfrac12<s<2$. The exact eigenvector sits at the edge of this interval, so a small change of $s$ in one direction already takes the trial energy below the exact one.

The final theorem joins five statements:

- the transformed matrix has the entries shown above;
- its eigenvalues are exactly $-1$ and $1$;
- the original Hamiltonian satisfies $x\cdot Hx\ge-(x\cdot x)$ for every real $x$;
- the transformed Hamiltonian has Rayleigh quotient $-\tfrac54$ at $(1,1)$;
- $-\tfrac54<-1$.

The third statement follows from $x\cdot Hx+x\cdot x=(x_0-x_1)^2\ge0$. The eigenvalues come from the general invariance theorem together with the spectrum of `hop`, and the quotient is evaluated from the explicit matrix.

```lean
/-- For `J = diag(0, ln 2)` the transformed matrix is `[[0, -2], [-1/2, 0]]`, with eigenvalues
`-1` and `1`. The original Hamiltonian obeys the lower bound `-1`, while the transformed one has
Rayleigh quotient `-5/4 < -1` at `(1, 1)`. -/
theorem transcorrelated_not_variational :
    transcorrelated hop (correlator (Real.log 2)) = !![0, -2; -1 / 2, 0] ∧
    (∀ E, IsEigenvalue (transcorrelated hop (correlator (Real.log 2))) E ↔ E = -1 ∨ E = 1) ∧
    (∀ x : Fin 2 → ℝ, -(x ⬝ᵥ x) ≤ x ⬝ᵥ hop *ᵥ x) ∧
    rayleigh (transcorrelated hop (correlator (Real.log 2))) ![1, 1] = -5 / 4 ∧
    (-5 / 4 : ℝ) < -1 := by
  have hmat : transcorrelated hop (correlator (Real.log 2)) = !![0, -2; -1 / 2, 0] := by
    rw [transcorrelated_hop, Real.exp_neg, Real.exp_log two_pos]
    ext i j
    fin_cases i <;> fin_cases j <;> norm_num
  refine ⟨hmat, fun E => ?_, fun x => ?_, ?_, by norm_num⟩
  · rw [isEigenvalue_transcorrelated_iff, isEigenvalue_hop_iff]
  · have hn : x ⬝ᵥ x = x 0 * x 0 + x 1 * x 1 := by simp [dotProduct, Fin.sum_univ_two]
    have hq : x ⬝ᵥ hop *ᵥ x = -(2 * x 0 * x 1) := by
      simp [hop, Matrix.mulVec, dotProduct, Fin.sum_univ_two]
      ring
    rw [hn, hq]
    nlinarith [sq_nonneg (x 0 - x 1)]
  · rw [rayleigh, hmat]
    norm_num [Matrix.mulVec, dotProduct, Fin.sum_univ_two]

end

end TranscorrelatedCounterexample
```

For electronic-structure practice, this finite real model with a one-parameter diagonal correlator shows that a transcorrelated expectation value below the exact ground-state energy need not signal an error in the Hamiltonian or in the arithmetic. The model contains no electron coordinates and no cusp condition, and it gives no estimate of how large the effect is for a molecule or for an optimised correlation factor. It also leaves aside energy expressions that use different vectors on the left and on the right.

```lean
#print axioms TranscorrelatedCounterexample.rayleigh_eq_iff
#print axioms TranscorrelatedCounterexample.variational_bound_iff
#print axioms TranscorrelatedCounterexample.transcorrelated_not_variational
```

```
'TranscorrelatedCounterexample.rayleigh_eq_iff' depends on axioms: [propext, Classical.choice, Quot.sound]
'TranscorrelatedCounterexample.variational_bound_iff' depends on axioms: [propext, Classical.choice, Quot.sound]
'TranscorrelatedCounterexample.transcorrelated_not_variational' depends on axioms: [propext, Classical.choice, Quot.sound]
```
